# Real energies and unweighted orthogonality for the matrix Numerov equation on a uniform grid

After diagonalising a radial Numerov problem, a code may drop the imaginary parts of the returned energies and treat solutions with different energies as orthogonal in the unweighted dot product. For a real local potential on a uniform grid, with the radial function and its product with the potential both set to zero at the two end points, both steps are justified at the level of the discretised equation, at any spacing.

In Hartree atomic units the radial equation for one electron is y″ = 2(V − E)y, where y = rR is the radial factor R of the orbital multiplied by r, E is the energy, and V includes the centrifugal term. Let N be the number of interior grid points, h the spacing, and A the three-point second-derivative matrix, so that h²A has −2 on the diagonal and 1 beside it. With I the identity matrix, V the diagonal matrix of potential values, and

B = I + h²A/12,

suppose that y and z are nonzero and satisfy

Ay = 2B(V − E)y,  Az = 2B(V − F)z.

Then E and F are real, and E ≠ F implies

⟨y,z⟩ = Σᵢ conj(yᵢ) zᵢ = 0.

The index i runs from 0 to N − 1, and yᵢ is the value at grid point i + 1; at points 0 and N + 1 both y and (V − E)y are taken as zero.

## Overlaps and projections in a radial code

The equation can be rearranged as (−A/2 + BV)y = E By. This looks like a generalised eigenproblem with overlap matrix B, which would suggest B-weighted inner products. But BV is in general not Hermitian, and the orthogonality that holds is the one without B.

For one-electron radial states in a common fixed potential, the coefficient of a grid function f along y is therefore ⟨y,f⟩/⟨y,y⟩ when f is a combination of solutions with distinct energies. A constant quadrature factor h changes the normalisation but not the orthogonality. The vectors to use are the solutions y themselves, not the transformed functions p that many Numerov routines propagate.

## Moving B across the overlap

Write w = (V − E)y. The equation Ay = 2Bw gives

By = y + (h²/12)Ay = y + (h²/6)Bw.

Hence y = Bp, where

pᵢ = (1 − h²(Vᵢ − E)/6) yᵢ.

In the same way z = Bq, with qᵢ = (1 − h²(Vᵢ − F)/6) zᵢ.

The matrix B has 5/6 on the diagonal and 1/12 beside it. It is real and symmetric, hence Hermitian, so

⟨p,z⟩ = ⟨p,Bq⟩ = ⟨Bp,q⟩ = ⟨y,q⟩.

Since V is real, the two ends of this chain are

⟨p,z⟩ = Σᵢ (1 − h²(Vᵢ − conj(E))/6) conj(yᵢ) zᵢ,

⟨y,q⟩ = Σᵢ (1 − h²(Vᵢ − F)/6) conj(yᵢ) zᵢ.

On subtraction the potential cancels:

0 = (h²/6)(conj(E) − F)⟨y,z⟩.

Because h ≠ 0, the factor h²/6 can be removed. Taking z = y and F = E gives (conj(E) − E)⟨y,y⟩ = 0. As ⟨y,y⟩ > 0 for nonzero y, E is real, and F is real by the same argument. The identity then reads (E − F)⟨y,z⟩ = 0, so different energies force a zero overlap. No inverse of B is needed.

The link to the usual recurrence is direct. Let u be a grid function with u₀ = u_(N+1) = 0, let V now be indexed by grid point, and put wₙ = (Vₙ − E)uₙ. Multiplying the matrix equation by h² and writing out row i gives

u_(i+2) − 2u_(i+1) + u_i = 2h²[w_(i+1) + (w_(i+2) − 2w_(i+1) + w_i)/12]
 = (h²/6)[w_(i+2) + 10w_(i+1) + w_i].

## The Lean file

```lean
import Mathlib

open Matrix
open scoped ComplexOrder

namespace NumerovMatrix

noncomputable section

/-- The three-point stencil `(1, -2, 1)` on `N` interior grid points, with zero boundary values. -/
def stencil (N : ℕ) : Matrix (Fin N) (Fin N) ℂ := Matrix.of fun i j =>
  (if (j : ℕ) = (i : ℕ) + 1 then 1 else 0) + (if (j : ℕ) + 1 = (i : ℕ) then 1 else 0)
    - (if (j : ℕ) = (i : ℕ) then 2 else 0)

/-- `A` is the three-point second-derivative matrix for grid spacing `h`:
`h ^ 2 A` is the stencil `(1, -2, 1)`. -/
def IsSecondDerivative {N : ℕ} (h : ℝ) (A : Matrix (Fin N) (Fin N) ℂ) : Prop :=
  (h : ℂ) ^ 2 • A = stencil N

/-- The Numerov matrix `B = I + h ^ 2 A / 12`. -/
def numerovB {N : ℕ} (h : ℝ) (A : Matrix (Fin N) (Fin N) ℂ) : Matrix (Fin N) (Fin N) ℂ :=
  1 + ((h : ℂ) ^ 2 / 12) • A

/-- The matrix Numerov equation `A y = 2 B (V - E) y` for a real potential `V` on the grid. -/
def NumerovEquation {N : ℕ} (h : ℝ) (A : Matrix (Fin N) (Fin N) ℂ) (V : Fin N → ℝ)
    (E : ℂ) (y : Fin N → ℂ) : Prop :=
  A *ᵥ y = (2 : ℂ) • (numerovB h A *ᵥ fun i => ((V i : ℂ) - E) * y i)

/-- The Numerov-transformed function `(1 - h ^ 2 (V - E) / 6) y`. -/
def transformed {N : ℕ} (h : ℝ) (V : Fin N → ℝ) (E : ℂ) (y : Fin N → ℂ) : Fin N → ℂ :=
  fun i => (1 - (h : ℂ) ^ 2 / 6 * ((V i : ℂ) - E)) * y i

/-- A sum over the grid that selects the point `m` returns the value there,
or zero if `m` is off the grid. -/
theorem sum_pick {N : ℕ} (g : ℕ → ℂ) (m : ℕ) :
    ∑ j : Fin N, (if (j : ℕ) = m then g j else 0) = if m < N then g m else 0 := by
  rw [Fin.sum_univ_eq_sum_range (fun j => if j = m then g j else 0) N]
  simp

/-- On a grid function that vanishes at the outer points `0` and `N + 1`, the stencil matrix
gives the second difference at every interior point. -/
theorem stencil_mulVec {N : ℕ} (u : ℕ → ℂ) (h0 : u 0 = 0) (hN : u (N + 1) = 0) (i : Fin N) :
    (stencil N *ᵥ fun j : Fin N => u ((j : ℕ) + 1)) i
      = u ((i : ℕ) + 2) - 2 * u ((i : ℕ) + 1) + u i := by
  -- right neighbour, left neighbour and centre
  have s1 : ∑ j : Fin N, (if (j : ℕ) = (i : ℕ) + 1 then u ((j : ℕ) + 1) else 0)
      = u ((i : ℕ) + 2) := by
    rw [sum_pick (fun n => u (n + 1)) ((i : ℕ) + 1)]
    split_ifs with hi
    · rfl
    · have e : (i : ℕ) + 2 = N + 1 := by omega
      rw [e, hN]
  have s2 : ∑ j : Fin N, (if (j : ℕ) + 1 = (i : ℕ) then u ((j : ℕ) + 1) else 0) = u i := by
    obtain ⟨k, hk⟩ := i
    cases k with
    | zero => simp [h0]
    | succ k =>
      simp only [Nat.add_right_cancel_iff]
      exact (sum_pick (fun n => u (n + 1)) k).trans (if_pos (by omega))
  have s3 : ∑ j : Fin N, (if (j : ℕ) = (i : ℕ) then u ((j : ℕ) + 1) else 0)
      = u ((i : ℕ) + 1) :=
    (sum_pick (fun n => u (n + 1)) (i : ℕ)).trans (if_pos i.isLt)
  have split : (stencil N *ᵥ fun j : Fin N => u ((j : ℕ) + 1)) i
      = ∑ j : Fin N, (if (j : ℕ) = (i : ℕ) + 1 then u ((j : ℕ) + 1) else 0)
        + ∑ j : Fin N, (if (j : ℕ) + 1 = (i : ℕ) then u ((j : ℕ) + 1) else 0)
        - 2 * ∑ j : Fin N, (if (j : ℕ) = (i : ℕ) then u ((j : ℕ) + 1) else 0) := by
    rw [Finset.mul_sum, ← Finset.sum_add_distrib, ← Finset.sum_sub_distrib]
    simp only [Matrix.mulVec, dotProduct, stencil, Matrix.of_apply]
    refine Finset.sum_congr rfl fun j _ => ?_
    split_ifs <;> ring
  rw [split, s1, s2, s3]
  ring

/-- For nonzero spacing, the stencil divided by `h ^ 2` is the second-derivative matrix. -/
theorem isSecondDerivative_standard (N : ℕ) {h : ℝ} (hh : h ≠ 0) :
    IsSecondDerivative h ((1 / (h : ℂ) ^ 2) • stencil N) := by
  have hc : (h : ℂ) ^ 2 ≠ 0 := pow_ne_zero 2 (Complex.ofReal_ne_zero.mpr hh)
  unfold IsSecondDerivative
  rw [smul_smul, mul_one_div_cancel hc, one_smul]

/-- If `h ^ 2 A` is the three-point stencil on a grid with at least one interior point, then `h` is
nonzero. -/
theorem spacing_ne_zero {N : ℕ} {h : ℝ} {A : Matrix (Fin N) (Fin N) ℂ}
    (hA : IsSecondDerivative h A) (i : Fin N) : h ≠ 0 := by
  rintro rfl
  have h0 : ((0 : ℝ) : ℂ) ^ 2 • A = stencil N := hA
  have h1 := congrFun (congrFun h0 i) i
  simp [stencil] at h1

/-- For the three-point second-derivative matrix `A`, the Numerov matrix `B` is Hermitian. -/
theorem numerovB_isHermitian {N : ℕ} {h : ℝ} {A : Matrix (Fin N) (Fin N) ℂ}
    (hA : IsSecondDerivative h A) : (numerovB h A).IsHermitian := by
  have hD : (stencil N)ᴴ = stencil N := by
    ext i j
    simp only [Matrix.conjTranspose_apply, stencil, Matrix.of_apply]
    split_ifs <;> first | omega | simp
  have h' : (h : ℂ) ^ 2 • A = stencil N := hA
  have hB : numerovB h A = 1 + (1 / 12 : ℂ) • stencil N := by
    rw [numerovB, show (h : ℂ) ^ 2 / 12 = 1 / 12 * (h : ℂ) ^ 2 by ring, mul_smul, h']
  rw [hB]
  unfold Matrix.IsHermitian
  simp [Matrix.conjTranspose_add, Matrix.conjTranspose_smul, hD]

/-- A solution of the matrix Numerov equation is `B` applied to its Numerov-transformed
function. -/
theorem eq_numerovB_transformed {N : ℕ} {h : ℝ} {A : Matrix (Fin N) (Fin N) ℂ}
    {V : Fin N → ℝ} {E : ℂ} {y : Fin N → ℂ} (hy : NumerovEquation h A V E y) :
    y = numerovB h A *ᵥ transformed h V E y := by
  have hB : numerovB h A *ᵥ y = y + ((h : ℂ) ^ 2 / 12) • (A *ᵥ y) := by
    simp [numerovB, Matrix.add_mulVec, Matrix.smul_mulVec]
  have key : ∀ f : Fin N → ℂ, A *ᵥ y = (2 : ℂ) • (numerovB h A *ᵥ f) →
      y = numerovB h A *ᵥ (y - ((h : ℂ) ^ 2 / 6) • f) := by
    intro f hf
    rw [Matrix.mulVec_sub, Matrix.mulVec_smul, hB, hf]
    module
  have e : transformed h V E y
      = y - ((h : ℂ) ^ 2 / 6) • (fun i => ((V i : ℂ) - E) * y i) := by
    ext i
    simp only [transformed, Pi.sub_apply, Pi.smul_apply, smul_eq_mul]
    ring
  rw [e]
  exact key _ hy

/-- Let `A` be the three-point second-derivative matrix. For two solutions of the matrix Numerov
equation in the same real potential, the unweighted overlap times the difference of `conj E` and `F`
vanishes. -/
theorem overlap_identity {N : ℕ} {h : ℝ} {A : Matrix (Fin N) (Fin N) ℂ}
    (hA : IsSecondDerivative h A) {V : Fin N → ℝ} {E F : ℂ} {y z : Fin N → ℂ}
    (hy : NumerovEquation h A V E y) (hz : NumerovEquation h A V F z) :
    (star E - F) * (star y ⬝ᵥ z) = 0 := by
  rcases isEmpty_or_nonempty (Fin N) with hN | ⟨⟨i₀⟩⟩
  · simp [dotProduct]
  have hp := eq_numerovB_transformed hy
  have hq := eq_numerovB_transformed hz
  -- move the Hermitian matrix B from one factor to the other
  have hs : star (transformed h V E y) ⬝ᵥ z = star y ⬝ᵥ transformed h V F z := by
    calc star (transformed h V E y) ⬝ᵥ z
        = star (transformed h V E y) ⬝ᵥ (numerovB h A *ᵥ transformed h V F z) := by rw [← hq]
      _ = star (numerovB h A *ᵥ transformed h V E y) ⬝ᵥ transformed h V F z := by
          rw [Matrix.star_mulVec, (numerovB_isHermitian hA).eq, Matrix.dotProduct_mulVec]
      _ = star y ⬝ᵥ transformed h V F z := by rw [← hp]
  have hc : ∀ i, star (transformed h V E y i)
      = (1 - (h : ℂ) ^ 2 / 6 * ((V i : ℂ) - star E)) * star (y i) := by
    intro i
    simp only [transformed, Complex.star_def, map_mul, map_sub, map_div₀, map_one, map_pow,
      Complex.conj_ofReal, map_ofNat]
  -- the real potential cancels in the difference
  have hd : star (transformed h V E y) ⬝ᵥ z - star y ⬝ᵥ transformed h V F z
      = (h : ℂ) ^ 2 / 6 * ((star E - F) * (star y ⬝ᵥ z)) := by
    simp only [dotProduct, Finset.mul_sum, ← Finset.sum_sub_distrib]
    refine Finset.sum_congr rfl fun i _ => ?_
    simp only [Pi.star_apply, hc]
    simp only [transformed]
    ring
  rw [hs, sub_self] at hd
  have hh : (h : ℂ) ^ 2 / 6 ≠ 0 :=
    div_ne_zero (pow_ne_zero 2 (Complex.ofReal_ne_zero.mpr (spacing_ne_zero hA i₀))) (by norm_num)
  exact (mul_eq_zero.mp hd.symm).resolve_left hh

/-- For the three-point second-derivative matrix `A`, nonzero solutions of the matrix Numerov
equation in the same real potential have real energies, and two of them with different energies are
orthogonal in the unweighted dot product. -/
theorem numerov_real_and_orthogonal {N : ℕ} {h : ℝ} {A : Matrix (Fin N) (Fin N) ℂ}
    (hA : IsSecondDerivative h A) {V : Fin N → ℝ} {E F : ℂ} {y z : Fin N → ℂ}
    (hy0 : y ≠ 0) (hz0 : z ≠ 0)
    (hy : NumerovEquation h A V E y) (hz : NumerovEquation h A V F z) :
    E.im = 0 ∧ F.im = 0 ∧ (E ≠ F → star y ⬝ᵥ z = 0) := by
  -- a nonzero solution has nonzero overlap with itself, so its energy is real
  have real : ∀ {G : ℂ} {x : Fin N → ℂ}, x ≠ 0 → NumerovEquation h A V G x → star G = G := by
    intro G x hx0 hx
    have hn : star x ⬝ᵥ x ≠ 0 := fun h0 => hx0 (dotProduct_star_self_eq_zero.mp h0)
    exact sub_eq_zero.mp ((mul_eq_zero.mp (overlap_identity hA hx hx)).resolve_right hn)
  have hE := real hy0 hy
  refine ⟨Complex.conj_eq_iff_im.mp hE, Complex.conj_eq_iff_im.mp (real hz0 hz), fun hne => ?_⟩
  have ho := overlap_identity hA hy hz
  rw [hE] at ho
  exact (mul_eq_zero.mp ho).resolve_left (sub_ne_zero.mpr hne)

/-- For the three-point second-derivative matrix `A` and grid functions vanishing at both outer
points, the matrix Numerov equation is equivalent to the pointwise Numerov recurrence with weights
`1, 10, 1`. -/
theorem numerovEquation_iff_recurrence {N : ℕ} {h : ℝ} {A : Matrix (Fin N) (Fin N) ℂ}
    (hA : IsSecondDerivative h A) (V : ℕ → ℝ) (E : ℂ) (u : ℕ → ℂ)
    (h0 : u 0 = 0) (hN : u (N + 1) = 0) :
    NumerovEquation h A (fun j => V ((j : ℕ) + 1)) E (fun j => u ((j : ℕ) + 1)) ↔
      ∀ i : Fin N, u ((i : ℕ) + 2) - 2 * u ((i : ℕ) + 1) + u i
        = (h : ℂ) ^ 2 / 6 * (((V ((i : ℕ) + 2) : ℂ) - E) * u ((i : ℕ) + 2)
          + 10 * (((V ((i : ℕ) + 1) : ℂ) - E) * u ((i : ℕ) + 1))
          + ((V i : ℂ) - E) * u i) := by
  have h' : (h : ℂ) ^ 2 • A = stencil N := hA
  have hv : ∀ (v : Fin N → ℂ) (i : Fin N),
      (h : ℂ) ^ 2 * (A *ᵥ v) i = (stencil N *ᵥ v) i := by
    intro v i
    rw [← h', Matrix.smul_mulVec]
    rfl
  have hB : ∀ (w : Fin N → ℂ) (i : Fin N), ((2 : ℂ) • (numerovB h A *ᵥ w)) i
      = 2 * (w i + (h : ℂ) ^ 2 / 12 * (A *ᵥ w) i) := by
    intro w i
    simp [numerovB, Matrix.add_mulVec, Matrix.smul_mulVec]
  simp only [NumerovEquation, funext_iff]
  refine forall_congr' fun i => ?_
  have hh : (h : ℂ) ^ 2 ≠ 0 :=
    pow_ne_zero 2 (Complex.ofReal_ne_zero.mpr (spacing_ne_zero hA i))
  have e1 := (hv _ i).trans (stencil_mulVec u h0 hN i)
  have e2 := (hv _ i).trans (stencil_mulVec (fun n => ((V n : ℂ) - E) * u n)
    (by simp [h0]) (by simp [hN]) i)
  rw [hB]
  constructor
  · intro e
    linear_combination (h : ℂ) ^ 2 * e - e1 + (h : ℂ) ^ 2 / 6 * e2
  · intro e
    apply mul_left_cancel₀ hh
    linear_combination e + e1 - (h : ℂ) ^ 2 / 6 * e2

/-- On two interior points with unit spacing and zero potential, `(1, 1)` and `(1, -1)` solve the
matrix Numerov equation with energies `6 / 11` and `2`. -/
theorem two_point_witness :
    IsSecondDerivative 1 (stencil 2) ∧
      NumerovEquation 1 (stencil 2) (fun _ => 0) (6 / 11) ![1, 1] ∧
      NumerovEquation 1 (stencil 2) (fun _ => 0) 2 ![1, -1] := by
  refine ⟨by simp [IsSecondDerivative], ?_, ?_⟩ <;>
  · unfold NumerovEquation numerovB
    ext i
    fin_cases i <;>
      simp [stencil, Matrix.mulVec, dotProduct, Fin.sum_univ_two] <;>
      norm_num

end

end NumerovMatrix
```

```lean
#print axioms NumerovMatrix.isSecondDerivative_standard
#print axioms NumerovMatrix.numerov_real_and_orthogonal
#print axioms NumerovMatrix.numerovEquation_iff_recurrence
```

```
'NumerovMatrix.isSecondDerivative_standard' depends on axioms: [propext, Classical.choice, Quot.sound]
'NumerovMatrix.numerov_real_and_orthogonal' depends on axioms: [propext, Classical.choice, Quot.sound]
'NumerovMatrix.numerovEquation_iff_recurrence' depends on axioms: [propext, Classical.choice, Quot.sound]
```

## How the Lean objects encode the grid problem

Vectors have type `Fin N → ℂ`, and the energies are complex numbers from the start, so their reality is a conclusion. The potential has type `Fin N → ℝ`, which makes it real and local. `NumerovEquation` is the matrix equation above, and `star y ⬝ᵥ z` is ⟨y,z⟩; the `star` supplies the conjugation that Mathlib's dot product lacks.

`IsSecondDerivative h A` says that h²A equals `stencil N`. On a grid with at least one interior point this forces h ≠ 0, as `spacing_ne_zero` shows by comparing a diagonal entry. Conversely, `isSecondDerivative_standard` confirms that the usual matrix, the stencil divided by h², satisfies the condition for every nonzero h.

Two results tie the matrices to the difference scheme. `stencil_mulVec` shows that the stencil gives the second difference at each interior point, using `sum_pick` to extract single terms from the matrix sum. `numerovEquation_iff_recurrence` proves the equivalence with the 1, 10, 1 recurrence; `linear_combination` does the algebra in both directions.

The main argument follows the derivation in four steps:

- `numerovB_isHermitian` compares stencil entries and passes the symmetry to B.
- `eq_numerovB_transformed` proves y = Bp. Its inner statement `key` treats (V − E)y as an arbitrary vector `f`, so that `module` can finish the linear algebra.
- `overlap_identity` proves (conj(E) − F)⟨y,z⟩ = 0. Its step `hs` moves B across the overlap, and `hd` cancels the potential term by term with `ring`.
- `numerov_real_and_orthogonal` applies that identity to each solution with itself, then to the pair.

`two_point_witness` gives a concrete case with h = 1 and V = 0: the vectors (1, 1) and (1, −1) have energies 6/11 and 2. Normalised, they are (1, 1)/√2 and (1, −1)/√2. This makes a small test case for the energies from an implementation. It does not test the choice of inner product, because with V = 0 the two vectors are also orthogonal with weight B.

## The adjoint step in Mathlib

The central move, ⟨p,Bq⟩ = ⟨Bp,q⟩, is a single rewrite in `hs` with three ingredients. `Matrix.star_mulVec` turns the conjugate of Bp into the row vector `star p` multiplied from the right by the conjugate transpose of B. The Hermitian property replaces that conjugate transpose by B. Finally, `Matrix.dotProduct_mulVec` regroups the other side, so that B acts on the row vector `star p` instead of on the column vector q. Both sides are then the same expression. The step works directly with matrices and coordinate vectors, without setting up an inner-product space or a linear operator.

## What a code may infer, and where the model stops

The theorem holds for every N and every admissible spacing, however coarse the grid. It therefore says nothing about accuracy: orthogonal vectors and real energies are no evidence that the grid is converged. Nor does it model rounding or an eigensolver's stopping error. Small imaginary parts and overlaps in the output are numerical artefacts of the solution, and their size has to be judged separately.

Both solutions must belong to the same potential. Radial functions with different angular momenta have different centrifugal terms, and orbital-dependent potentials also fall outside the hypotheses when they differ from one orbital to another, as does nonlocal exchange. Nor does the theorem make two independent solutions with equal energies orthogonal.

With a complex potential the energies need not be real. On a single interior point with potential value v, the equation gives E = v + 6/(5h²), which inherits any imaginary part of v.

The boundary at the origin needs care in atomic work. The matrix equation sets the product (V − E)y to zero there, along with y. For an s state in a Coulomb potential, y vanishes like r while V diverges like 1/r, so the product tends to a nonzero limit. The same happens for a p state, where y vanishes like r² and the centrifugal term diverges like 1/r². A code that inserts such a limit into its first recurrence step solves a modified equation, to which the theorem does not directly apply. A logarithmic grid also changes the problem, because the energy then multiplies a position-dependent factor.
